# For nilpotent T and odd p, the exponentials of T and −T truncated after order p are inverse to each other exactly when T^(p+1) = 0

## Two hydrogen molecules and a linear exponential

Cut the exponentials of T and −T after the linear term and multiply them:

(1 − T)(1 + T) = 1 − T²

The product is one only if T² = 0. Take two distant H₂ molecules in a minimal basis, with T = t(a + b) and t ≠ 0, where a and b each lift the bonding pair of one molecule into its antibonding orbital. Then a² = b² = 0 and ab = ba, so T² = 2t²ab. This is the simultaneous excitation of both molecules, and it is not zero.

Coupled-cluster theory replaces the Hamiltonian H by e^(−T) H e^T, which has the same spectrum because the outer factors are inverse to each other. The question is when they remain so after both series have been truncated.

## The statement

Write e_p(X) for the sum of X^k/k! over k ≤ p. For nilpotent T:

- If p is odd, e_p(−T) e_p(T) = 1 if and only if T^(p+1) = 0.
- If p is even and nonzero, e_p(−T) e_p(T) = 1 if and only if T^(p+2) = 0.
- If p is odd, the map H ↦ e_p(−T) H e_p(T) respects all operator products if and only if T^(p+1) = 0.

In Lean, the operators are elements of a ring `A` that is also an algebra over ℚ. It need not be commutative; complex matrices are an example. The rational scalars supply the factors 1/k! in `truncExp p x`, which is e_p(x). The map in the third statement is `truncSimilarity p T H`; despite its name, it need not be a similarity transformation.

The hypothesis `IsNilpotent T` says that some power of T vanishes. It stands for a finite number of electrons: each application of a cluster operator excites at least one more electron, so with N electrons T^(N+1) = 0. This step from fermions to nilpotency is assumed in the theorems, not derived. They also give no estimate of the energy error caused by truncation.

## The derivation

Let P(X) = e_p(−X) e_p(X). Differentiation removes the last term of e_p:

e_p′(X) = e_p(X) − X^p/p!

d/dX e_p(−X) = −e_p(−X) + (−1)^p X^p/p!

In the product rule the two terms e_p(−X) e_p(X) cancel, which leaves

P′(X) = (X^p/p!) [(−1)^p e_p(X) − e_p(−X)]

For odd p the bracket has constant term −2. For even p ≥ 2 its constant term cancels and its linear term is 2X. Integrating with P(0) = 1 gives

p odd: P(X) = 1 − 2X^(p+1)/(p+1)! + higher orders

p even, p ≥ 2: P(X) = 1 + 2X^(p+2)/(p!(p+2)) + higher orders

In both cases P(X) − 1 = X^m g(X) with c = g(0) ≠ 0, where m is p+1 or p+2. Insert T:

P(T) − 1 = T^m g(T)

Here g(T) = c − S, where S is T times a polynomial in T and therefore nilpotent. The finite sum of S^j/c^(j+1) over j ≥ 0 is the inverse of g(T). Hence P(T) = 1 exactly when T^m = 0.

For the third statement, suppose first that T^(p+1) = 0. The first statement, applied to −T, gives e_p(T) e_p(−T) = 1. This is the factor between H and K in the product of their transforms, so the transforms multiply correctly. Conversely, set H = K = 1. Then E = P(T) satisfies E² = E. Since E has constant term 1, it is invertible, so E = 1 and T^(p+1) = 0.

## Nilpotency and parity

For p = 3 the product is

P(X) = 1 − X⁴/12 − X⁶/36

The number T = i√3 gives P(T) = 1 − 9/12 + 27/36 = 1, although T⁴ = 9. For p = 3 the equivalence can therefore fail when T is not nilpotent.

Parity matters as well. For p = 2 the product is 1 + X⁴/4, so a nilpotent T with T⁴ = 0 and T³ ≠ 0 gives one, although T^(p+1) ≠ 0. For p = 0 the product is one for every T, which is why the even case excludes it.

## A row of n molecules

For n distant H₂ molecules, let T = t(a₁ + … + aₙ). Then Tⁿ = n! tⁿ a₁⋯aₙ is nonzero and T^(n+1) = 0. A calculation that builds e^T by repeatedly applying T to a vector of determinants needs terms up to order n. With cubic truncation, the two factors are inverse for up to three molecules; at four, the product is 1 − T⁴/12, and a quadruple pair excitation is left over.

Standard coupled-cluster equations instead expand e^(−T) H e^T in nested commutators. For a Hamiltonian with one- and two-electron terms, that expansion ends by itself after the fourfold commutator, so neither exponential has to be truncated.

## The Lean file

```lean
import Mathlib

open Polynomial

namespace TruncatedClusterExponential

noncomputable section

variable {A : Type*} [Ring A] [Algebra ℚ A]

/-- The exponential series truncated after order `p`: the sum of `x ^ k / k!` over `k ≤ p`. -/
def truncExp (p : ℕ) (x : A) : A :=
  ∑ k ∈ Finset.range (p + 1), (1 / (k.factorial : ℚ)) • x ^ k

/-- The product of the truncated exponentials of `-X` and `X`, as a polynomial in a formal
variable `X`. -/
def truncProduct (p : ℕ) : ℚ[X] := truncExp p (-X) * truncExp p X

/-- The product of the truncated exponential of `-T`, the element `H` and the truncated exponential
of `T`. The outer factors need not be inverse to each other. -/
def truncSimilarity (p : ℕ) (T H : A) : A := truncExp p (-T) * H * truncExp p T

/-- Inserting `T` for the formal variable gives the product of the truncated exponentials
of `-T` and `T`. -/
theorem aeval_truncProduct (p : ℕ) (T : A) :
    aeval T (truncProduct p) = truncExp p (-T) * truncExp p T := by
  simp only [truncProduct, truncExp, map_mul, map_sum, map_smul, map_pow, map_neg, aeval_X]

/-- Differentiating a truncated exponential removes its last term and multiplies by the
derivative of the exponent. -/
theorem derivative_truncExp (p : ℕ) (f : ℚ[X]) :
    derivative (truncExp p f) =
      (truncExp p f - (1 / (p.factorial : ℚ)) • f ^ p) * derivative f := by
  induction p with
  | zero => simp [truncExp]
  | succ p ih =>
    have hs : truncExp (p + 1) f =
        truncExp p f + (1 / ((p + 1).factorial : ℚ)) • f ^ (p + 1) :=
      Finset.sum_range_succ _ _
    have hc : C (1 / ((p + 1).factorial : ℚ)) * C ((p + 1 : ℕ) : ℚ)
        = C (1 / (p.factorial : ℚ)) := by
      have hp : (p.factorial : ℚ) ≠ 0 := by positivity
      rw [← C_mul, Nat.factorial_succ]
      congr 1
      push_cast
      field_simp
    rw [hs, add_sub_cancel_right, derivative_add, ih, derivative_smul, derivative_pow,
      Nat.add_sub_cancel]
    simp only [smul_eq_C_mul]
    linear_combination (f ^ p * derivative f) * hc

/-- The derivative of the product of the two truncated exponentials is a multiple of `X ^ p`. -/
theorem derivative_truncProduct (p : ℕ) :
    derivative (truncProduct p) =
      ((1 / (p.factorial : ℚ)) • ((-1) ^ p * truncExp p X - truncExp p (-X))) * X ^ p := by
  rw [truncProduct, derivative_mul, derivative_truncExp, derivative_truncExp, derivative_neg,
    derivative_X, neg_pow (X : ℚ[X]) p]
  simp only [smul_eq_C_mul]
  ring

/-- The coefficients of the truncated exponential of `a X` are `a ^ n / n!` up to order `p`
and zero beyond. -/
theorem coeff_truncExp (a : ℚ) (p n : ℕ) :
    (truncExp p (C a * X)).coeff n = if n ≤ p then a ^ n / (n.factorial : ℚ) else 0 := by
  have h : ∀ k : ℕ, ((1 / (k.factorial : ℚ)) • (C a * X) ^ k).coeff n =
      if n = k then a ^ n / (n.factorial : ℚ) else 0 := by
    intro k
    rw [mul_pow, ← C_pow, coeff_smul, coeff_C_mul, coeff_X_pow, smul_eq_mul]
    split_ifs with hk
    · subst hk
      ring
    · simp
  unfold truncExp
  rw [Polynomial.finsetSum_coeff]
  simp only [h, Finset.sum_ite_eq, Finset.mem_range, Nat.lt_succ_iff]

/-- The coefficient of order `n + 1` in the product of the truncated exponentials, times
`n + 1`, vanishes for `n < p` and is otherwise fixed by the coefficients of order `n - p`
of the two factors. -/
theorem coeff_truncProduct_succ (p n : ℕ) :
    (truncProduct p).coeff (n + 1) * ((n : ℚ) + 1) =
      if p ≤ n then (1 / (p.factorial : ℚ)) *
        ((-1) ^ p * (truncExp p (X : ℚ[X])).coeff (n - p)
          - (truncExp p (-X : ℚ[X])).coeff (n - p)) else 0 := by
  have hC : ((-1 : ℚ[X]) ^ p) = C ((-1) ^ p) := by simp
  rw [← coeff_derivative, derivative_truncProduct, coeff_mul_X_pow', coeff_smul, coeff_sub,
    smul_eq_mul, hC, coeff_C_mul]

/-- A polynomial with nonzero constant term, evaluated at a nilpotent `T`, has a right inverse. -/
theorem exists_inverse {T : A} (hT : IsNilpotent T) (g : ℚ[X]) (hg : g.coeff 0 ≠ 0) :
    ∃ B : A, aeval T g * B = 1 := by
  obtain ⟨N, hN⟩ := hT
  -- `g` is coprime to `X`, hence to `X ^ N`, which vanishes at `T`
  have hcop : IsCoprime g (X : ℚ[X]) :=
    ⟨C ((g.coeff 0)⁻¹), -C ((g.coeff 0)⁻¹) * divX g, by
      have h1 := divX_mul_X_add g
      have h2 : C ((g.coeff 0)⁻¹) * C (g.coeff 0) = 1 := by
        rw [← C_mul, inv_mul_cancel₀ hg, C_1]
      linear_combination (-C ((g.coeff 0)⁻¹)) * h1 + h2⟩
  obtain ⟨a, b, hab⟩ := (hcop.pow_right : IsCoprime g (X ^ N))
  have h := congrArg (aeval T) hab
  simp only [map_add, map_mul, map_pow, aeval_X, hN, mul_zero, add_zero, map_one] at h
  refine ⟨aeval T a, ?_⟩
  rw [← map_mul, mul_comm, map_mul]
  exact h

/-- If the first nonzero correction in the product of the truncated exponentials has order
`d + 1`, then for nilpotent `T` the product is one exactly when `T ^ (d + 1) = 0`. -/
theorem eq_one_iff_of_leading {T : A} (hT : IsNilpotent T) (p d : ℕ)
    (hlow : ∀ n < d, (truncProduct p).coeff (n + 1) = 0)
    (hd : (truncProduct p).coeff (d + 1) ≠ 0) :
    truncExp p (-T) * truncExp p T = 1 ↔ T ^ (d + 1) = 0 := by
  have hp0 : (truncExp p (X : ℚ[X])).coeff 0 = 1 := by simpa using coeff_truncExp 1 p 0
  have hm0 : (truncExp p (-X : ℚ[X])).coeff 0 = 1 := by simpa using coeff_truncExp (-1) p 0
  have hdvd : (X : ℚ[X]) ^ (d + 1) ∣ truncProduct p - 1 := by
    rw [X_pow_dvd_iff]
    intro m hm
    cases m with
    | zero => rw [coeff_sub, truncProduct, mul_coeff_zero, hp0, hm0]; simp
    | succ n => rw [coeff_sub, hlow n (by omega)]; simp [coeff_one]
  obtain ⟨g, hg⟩ := hdvd
  have hg0 : g.coeff 0 ≠ 0 := by
    have h := congrArg (fun q : ℚ[X] => q.coeff (d + 1)) hg
    simp [coeff_one, coeff_X_pow_mul'] at h
    rwa [← h]
  obtain ⟨B, hB⟩ := exists_inverse hT g hg0
  have hE : truncExp p (-T) * truncExp p T - 1 = T ^ (d + 1) * aeval T g := by
    have h := congrArg (aeval T) hg
    rwa [map_sub, aeval_truncProduct, map_one, map_mul, map_pow, aeval_X] at h
  rw [← sub_eq_zero, hE]
  constructor
  · intro h
    rw [← mul_one (T ^ (d + 1)), ← hB, ← mul_assoc, h, zero_mul]
  · intro h
    rw [h, zero_mul]

/-- For odd `p` and nilpotent `T`, the truncated exponentials of `-T` and `T` are inverse to
each other exactly when `T ^ (p + 1) = 0`. -/
theorem truncExp_neg_mul_eq_one_iff {T : A} (hT : IsNilpotent T) {p : ℕ} (hp : Odd p) :
    truncExp p (-T) * truncExp p T = 1 ↔ T ^ (p + 1) = 0 := by
  have hp0 : (truncExp p (X : ℚ[X])).coeff 0 = 1 := by simpa using coeff_truncExp 1 p 0
  have hm0 : (truncExp p (-X : ℚ[X])).coeff 0 = 1 := by simpa using coeff_truncExp (-1) p 0
  refine eq_one_iff_of_leading hT p p (fun n hn => ?_) (fun h0 => ?_)
  · have h := coeff_truncProduct_succ p n
    rw [if_neg (not_le_of_gt hn)] at h
    exact (mul_eq_zero.mp h).resolve_right (by positivity)
  · have h := coeff_truncProduct_succ p p
    rw [if_pos le_rfl, Nat.sub_self, hp0, hm0, hp.neg_one_pow, h0, zero_mul] at h
    have hf : (0 : ℚ) < 1 / (p.factorial : ℚ) := by positivity
    linarith

/-- For even nonzero `p` and nilpotent `T`, the truncated exponentials of `-T` and `T` are
inverse to each other exactly when `T ^ (p + 2) = 0`. -/
theorem truncExp_neg_mul_eq_one_iff_even {T : A} (hT : IsNilpotent T) {p : ℕ}
    (hp : Even p) (hpos : p ≠ 0) :
    truncExp p (-T) * truncExp p T = 1 ↔ T ^ (p + 2) = 0 := by
  have hp0 : (truncExp p (X : ℚ[X])).coeff 0 = 1 := by simpa using coeff_truncExp 1 p 0
  have hm0 : (truncExp p (-X : ℚ[X])).coeff 0 = 1 := by simpa using coeff_truncExp (-1) p 0
  have hle : 1 ≤ p := Nat.one_le_iff_ne_zero.mpr hpos
  have hp1 : (truncExp p (X : ℚ[X])).coeff 1 = 1 := by
    have h := coeff_truncExp 1 p 1
    rw [if_pos hle] at h
    simpa using h
  have hm1 : (truncExp p (-X : ℚ[X])).coeff 1 = -1 := by
    have h := coeff_truncExp (-1) p 1
    rw [if_pos hle] at h
    simpa using h
  refine eq_one_iff_of_leading hT p (p + 1) (fun n hn => ?_) (fun h0 => ?_)
  · have h := coeff_truncProduct_succ p n
    have hz : (truncProduct p).coeff (n + 1) * ((n : ℚ) + 1) = 0 := by
      rw [h]
      split_ifs with hpn
      · -- the correction of order `p + 1` cancels for even `p`
        have hn' : n - p = 0 := by omega
        rw [hn', hp0, hm0, hp.neg_one_pow]
        ring
      · rfl
    exact (mul_eq_zero.mp hz).resolve_right (by positivity)
  · have h := coeff_truncProduct_succ p (p + 1)
    rw [if_pos (Nat.le_succ p), Nat.add_sub_cancel_left, hp1, hm1, hp.neg_one_pow, h0,
      zero_mul] at h
    have hf : (0 : ℚ) < 1 / (p.factorial : ℚ) := by positivity
    linarith

/-- For odd `p` and nilpotent `T`, the map `H ↦ truncExp p (-T) * H * truncExp p T` respects
products of operators exactly when `T ^ (p + 1) = 0`. -/
theorem truncSimilarity_mul_iff {T : A} (hT : IsNilpotent T) {p : ℕ} (hp : Odd p) :
    (∀ H K : A, truncSimilarity p T H * truncSimilarity p T K = truncSimilarity p T (H * K))
      ↔ T ^ (p + 1) = 0 := by
  constructor
  · intro h
    rw [← truncExp_neg_mul_eq_one_iff hT hp]
    -- the transformed identity is idempotent and invertible, hence equal to one
    have hi := h 1 1
    simp only [truncSimilarity, mul_one] at hi
    have hp0 : (truncExp p (X : ℚ[X])).coeff 0 = 1 := by simpa using coeff_truncExp 1 p 0
    have hm0 : (truncExp p (-X : ℚ[X])).coeff 0 = 1 := by
      simpa using coeff_truncExp (-1) p 0
    obtain ⟨B, hB⟩ := exists_inverse hT (truncProduct p) (by
      rw [truncProduct, mul_coeff_zero, hp0, hm0]; norm_num)
    rw [aeval_truncProduct] at hB
    generalize truncExp p (-T) * truncExp p T = E at hi hB ⊢
    calc E = E * (E * B) := by rw [hB, mul_one]
      _ = E * B := by rw [← mul_assoc, hi]
      _ = 1 := hB
  · intro h H K
    have hneg : (-T) ^ (p + 1) = 0 := by rw [neg_pow, h, mul_zero]
    have hVU := (truncExp_neg_mul_eq_one_iff hT.neg hp).mpr hneg
    rw [neg_neg] at hVU
    unfold truncSimilarity
    calc truncExp p (-T) * H * truncExp p T * (truncExp p (-T) * K * truncExp p T)
        = truncExp p (-T) * H * (truncExp p T * truncExp p (-T)) * K * truncExp p T := by
          noncomm_ring
      _ = truncExp p (-T) * (H * K) * truncExp p T := by
          rw [hVU, mul_one, mul_assoc (truncExp p (-T)) H K]

end

end TruncatedClusterExponential
```

```lean
#print axioms TruncatedClusterExponential.truncExp_neg_mul_eq_one_iff
#print axioms TruncatedClusterExponential.truncExp_neg_mul_eq_one_iff_even
#print axioms TruncatedClusterExponential.truncSimilarity_mul_iff
```

```
'TruncatedClusterExponential.truncExp_neg_mul_eq_one_iff' depends on axioms: [propext, Classical.choice, Quot.sound]
'TruncatedClusterExponential.truncExp_neg_mul_eq_one_iff_even' depends on axioms: [propext, Classical.choice, Quot.sound]
'TruncatedClusterExponential.truncSimilarity_mul_iff' depends on axioms: [propext, Classical.choice, Quot.sound]
```

## From coefficients to operators

`truncProduct` is P as a formal polynomial, and `aeval_truncProduct` inserts T for its variable. `derivative_truncExp` proves the derivative rule by induction on p; its auxiliary identity `hc` is (p+1)/(p+1)! = 1/p!. The product rule and `ring` then give `derivative_truncProduct`.

Integration becomes a comparison of coefficients. `coeff_truncExp` supplies those of the two factors, and `coeff_truncProduct_succ` uses the fact that coefficient n of P′ is n+1 times coefficient n+1 of P.

`exists_inverse` replaces the finite geometric sum by a Bézout identity. Since g(0) ≠ 0, g is coprime to X and hence to X^N, so there are polynomials u and v with u g + v X^N = 1. At T, with T^N = 0, this leaves u(T) g(T) = 1.

`eq_one_iff_of_leading` factors P − 1 and cancels g(T). Its letter `d` is one less than the leading order m. The odd theorem uses d = p and the even one d = p + 1; in each, `linarith` derives a contradiction from a vanishing leading coefficient.

In `truncSimilarity_mul_iff`, the first `calc` block is the idempotent argument, E = E(EB) = EB = 1 with B a right inverse of E. The second regroups the factors with `noncomm_ring` and removes the middle pair.
